# Quadrature at fixed nonzero nodes loses the π/2 coupling area as a straight path nears a linear two-state cone

## The cone, the path and the adiabatic states

Two electronic states depend on two real nuclear coordinates $x$ and $y$, and their energies meet at the origin. The path is the horizontal line $y=b$, which passes the meeting point at distance $b>0$. All states are real, and the components of a two-state vector are numbered 0 and 1, as in Lean.

```lean
import Mathlib

open MeasureTheory Filter Topology Matrix
open scoped Real

namespace ConeDerivativeCoupling

noncomputable section

/-- The linear two-state Hamiltonian with slopes `g` and `h`; when both are nonzero it has a conical
intersection at the origin. -/
def coneH (g h x y : ℝ) : Matrix (Fin 2) (Fin 2) ℝ :=
  !![g * x, h * y; h * y, -(g * x)]
```

`coneH g h x y` is the matrix
$$H(x,y)=\begin{pmatrix} gx & hy\\ hy & -gx\end{pmatrix}.$$
The two diabatic energies $\pm gx$ have slopes $\pm g$ along $x$, and $h$ is the slope of the coupling between the diabatic states along $y$. The model keeps only these linear terms, and the mean energy of the two states is set to zero. The type `Matrix (Fin 2) (Fin 2) ℝ` says that the matrix is two by two with real entries.

```lean
/-- The mixing angle of the adiabatic states at position `x` on the line `y = b`,
for `h * b ≠ 0`. -/
def mixingAngle (g h b x : ℝ) : ℝ := π / 4 - Real.arctan (g * x / (h * b)) / 2
```

The mixing angle is
$$\theta(x)=\frac{\pi}{4}-\frac12\arctan\frac{gx}{hb}.$$
For $h,b>0$, $2\theta$ is the polar angle of the vector $(gx,hb)$. When $g>0$ as well, $\theta$ falls from $\pi/2$ far to the left to $0$ far to the right.

```lean
/-- The upper adiabatic state on the line `y = b`, for `h, b > 0`. -/
def upperState (g h b x : ℝ) : Fin 2 → ℝ :=
  ![Real.cos (mixingAngle g h b x), Real.sin (mixingAngle g h b x)]

/-- The lower adiabatic state on the line `y = b`, for `h, b > 0`. -/
def lowerState (g h b x : ℝ) : Fin 2 → ℝ :=
  ![-Real.sin (mixingAngle g h b x), Real.cos (mixingAngle g h b x)]
```

The upper state is $u=(\cos\theta,\sin\theta)$ and the lower state is $l=(-\sin\theta,\cos\theta)$. Writing them out fixes their signs, and with this choice both states vary smoothly along the line. Reversing the sign of one state would reverse the sign of the coupling.

```lean
/-- The derivative coupling along the line `y = b`: the scalar product of the upper state with
the `x`-derivative of the lower state, for `h, b > 0`. -/
def derivCoupling (g h b x : ℝ) : ℝ :=
  upperState g h b x ⬝ᵥ deriv (lowerState g h b) x
```

The derivative coupling is $d_b(x)=u(x)\cdot\partial_x l(x)$. The symbol `⬝ᵥ` is the ordinary scalar product, and `deriv` is the derivative with respect to $x$ at fixed $b$. The diabatic states are taken not to change along the path, so only the components of $l$ are differentiated. Only the component of the coupling along the path appears.

## Energies and the Lorentzian coupling

```lean
/-- Both adiabatic states are normalised. -/
theorem states_normalised (g h b x : ℝ) :
    upperState g h b x ⬝ᵥ upperState g h b x = 1 ∧
      lowerState g h b x ⬝ᵥ lowerState g h b x = 1 := by
  have p := Real.sin_sq_add_cos_sq (mixingAngle g h b x)
  constructor
  · rw [dotProduct, Fin.sum_univ_two]
    change Real.cos (mixingAngle g h b x) * Real.cos (mixingAngle g h b x) +
      Real.sin (mixingAngle g h b x) * Real.sin (mixingAngle g h b x) = 1
    linear_combination p
  · rw [dotProduct, Fin.sum_univ_two]
    change -Real.sin (mixingAngle g h b x) * -Real.sin (mixingAngle g h b x) +
      Real.cos (mixingAngle g h b x) * Real.cos (mixingAngle g h b x) = 1
    linear_combination p
```

Both states have unit length because $\cos^2\theta+\sin^2\theta=1$. The tactic `linear_combination p` checks that the goal follows from that identity, named `p`, by algebra.

```lean
/-- For `h, b > 0` the adiabatic states are eigenvectors of the cone Hamiltonian, with energies
plus and minus `√(g²x² + h²b²)`. -/
theorem states_eigenvectors {h b : ℝ} (hh : 0 < h) (hb : 0 < b) (g x : ℝ) :
    coneH g h x b *ᵥ upperState g h b x
        = √(g ^ 2 * x ^ 2 + h ^ 2 * b ^ 2) • upperState g h b x ∧
      coneH g h x b *ᵥ lowerState g h b x
        = (-√(g ^ 2 * x ^ 2 + h ^ 2 * b ^ 2)) • lowerState g h b x := by
  have hp : 0 < h * b := mul_pos hh hb
  obtain ⟨t, ht⟩ : ∃ t, t = g * x / (h * b) := ⟨_, rfl⟩
  have ht' : t * (h * b) = g * x := by rw [ht]; exact div_mul_cancel₀ _ hp.ne'
  have hR : √(g ^ 2 * x ^ 2 + h ^ 2 * b ^ 2) = h * b * √(1 + t ^ 2) := by
    rw [show g ^ 2 * x ^ 2 + h ^ 2 * b ^ 2 = (h * b) ^ 2 * (1 + t ^ 2) by
      linear_combination (-(t * (h * b) + g * x)) * ht',
      Real.sqrt_mul (sq_nonneg _), Real.sqrt_sq hp.le]
  have hs : √(1 + t ^ 2) ≠ 0 := (Real.sqrt_pos.mpr (by positivity)).ne'
  have h2 : 2 * mixingAngle g h b x = π / 2 - Real.arctan t := by
    rw [ht, mixingAngle]; ring
  -- twice the mixing angle is the polar angle of the vector (g x, h b)
  have hc : √(g ^ 2 * x ^ 2 + h ^ 2 * b ^ 2) * Real.cos (2 * mixingAngle g h b x) = g * x := by
    rw [h2, Real.cos_pi_div_two_sub, Real.sin_arctan, hR]
    have e : √(1 + t ^ 2) * (t / √(1 + t ^ 2)) = t := by field_simp
    linear_combination (h * b) * e + ht'
  have hsn : √(g ^ 2 * x ^ 2 + h ^ 2 * b ^ 2) * Real.sin (2 * mixingAngle g h b x) = h * b := by
    rw [h2, Real.sin_pi_div_two_sub, Real.cos_arctan, hR]
    have e : √(1 + t ^ 2) * (1 / √(1 + t ^ 2)) = 1 := by field_simp
    linear_combination (h * b) * e
  rw [Real.cos_two_mul] at hc
  rw [Real.sin_two_mul] at hsn
  have p := Real.sin_sq_add_cos_sq (mixingAngle g h b x)
  simp only [upperState, lowerState]
  generalize √(g ^ 2 * x ^ 2 + h ^ 2 * b ^ 2) = R at hc hsn ⊢
  generalize Real.cos (mixingAngle g h b x) = C at hc hsn p ⊢
  generalize Real.sin (mixingAngle g h b x) = S at hc hsn p ⊢
  have e0 : g * x * C + h * b * S = R * C := by
    linear_combination -C * hc - S * hsn + 2 * R * C * p
  have e1 : h * b * C - g * x * S = R * S := by
    linear_combination -C * hsn + S * hc
  constructor <;> ext i <;> fin_cases i <;>
    simp [coneH, Matrix.mulVec, dotProduct, Fin.sum_univ_two] <;> linarith [e0, e1]
```

With $R=\sqrt{g^2x^2+h^2b^2}$, the theorem says $Hu=Ru$ and $Hl=-Rl$ on the line. `*ᵥ` applies a matrix to a vector, and `•` multiplies a vector by a number.

By hand, the polar angle gives $gx=R\cos2\theta$ and $hb=R\sin2\theta$. Therefore
$$Hu=R\begin{pmatrix}\cos2\theta\cos\theta+\sin2\theta\sin\theta\\ \sin2\theta\cos\theta-\cos2\theta\sin\theta\end{pmatrix}=R\begin{pmatrix}\cos\theta\\ \sin\theta\end{pmatrix}.$$
For the lower state the same two combinations appear in the opposite order and with one sign changed:
$$Hl=R\begin{pmatrix}\sin\theta\\-\cos\theta\end{pmatrix}=-Rl.$$

In the proof, `hc` and `hsn` are the two polar-angle relations. They come from the sine and cosine of $\arctan t$ with $t=gx/(hb)$. The double-angle formulas then give `e0` and `e1`, the two components of the equation for $u$, and these also settle the equation for $l$. `fin_cases i` goes through the components one at a time.

```lean
/-- For `h, b > 0` the mixing angle falls along the line at the rate
`ghb / (2(g²x² + h²b²))`. -/
theorem hasDerivAt_mixingAngle {h b : ℝ} (hh : 0 < h) (hb : 0 < b) (g x : ℝ) :
    HasDerivAt (mixingAngle g h b)
      (-(g * h * b / (2 * (g ^ 2 * x ^ 2 + h ^ 2 * b ^ 2)))) x := by
  have h1 : HasDerivAt (fun y : ℝ => g * y / (h * b)) (g / (h * b)) x := by
    simpa using ((hasDerivAt_id x).const_mul g).div_const (h * b)
  have h3 := (h1.arctan.div_const 2).const_sub (π / 4)
  refine HasDerivAt.congr_deriv h3 ?_
  have hD : g ^ 2 * x ^ 2 + h ^ 2 * b ^ 2 ≠ 0 := by positivity
  have e : 1 + (g * x / (h * b)) ^ 2 = (g ^ 2 * x ^ 2 + h ^ 2 * b ^ 2) / (h * b) ^ 2 := by
    field_simp
    ring
  rw [e]
  generalize g ^ 2 * x ^ 2 + h ^ 2 * b ^ 2 = D at hD ⊢
  field_simp
```

`HasDerivAt f f' x` means that `f` is differentiable at `x` with derivative `f'`. The chain rule gives
$$\theta'(x)=-\frac12\,\frac{g/(hb)}{1+(gx/hb)^2}=-\frac{ghb}{2(g^2x^2+h^2b^2)},$$
where the last step multiplies numerator and denominator by $(hb)^2$. In Lean, `h1.arctan` is the chain rule for the arctangent, and `e` rewrites the denominator.

```lean
/-- For `h, b > 0` the derivative coupling is the Lorentzian `ghb / (2(g²x² + h²b²))`. -/
theorem derivCoupling_eq {h b : ℝ} (hh : 0 < h) (hb : 0 < b) (g x : ℝ) :
    derivCoupling g h b x = g * h * b / (2 * (g ^ 2 * x ^ 2 + h ^ 2 * b ^ 2)) := by
  have hθ := hasDerivAt_mixingAngle hh hb g x
  have p := Real.sin_sq_add_cos_sq (mixingAngle g h b x)
  generalize g * h * b / (2 * (g ^ 2 * x ^ 2 + h ^ 2 * b ^ 2)) = K at hθ ⊢
  have hl : HasDerivAt (lowerState g h b)
      ![-(Real.cos (mixingAngle g h b x) * -K), -Real.sin (mixingAngle g h b x) * -K] x := by
    rw [hasDerivAt_pi]
    intro i
    fin_cases i
    · exact hθ.sin.fun_neg
    · exact hθ.cos
  rw [derivCoupling, hl.deriv, dotProduct, Fin.sum_univ_two]
  change Real.cos (mixingAngle g h b x) * -(Real.cos (mixingAngle g h b x) * -K) +
    Real.sin (mixingAngle g h b x) * (-Real.sin (mixingAngle g h b x) * -K) = K
  linear_combination K * p
```

The Lorentzian form is derived from the states. Differentiating the lower state gives $l'=(-\cos\theta,-\sin\theta)\,\theta'$, so
$$d_b(x)=u\cdot l'=-\theta'(\cos^2\theta+\sin^2\theta)=\frac{ghb}{2(g^2x^2+h^2b^2)}.$$
The proof calls the right-hand side `K`. The statement `hl` differentiates the two components of $l$ separately, and the last line uses $\cos^2\theta+\sin^2\theta=1$ again. For $g>0$ the peak has height $g/(2hb)$ and half-width $hb/g$ at half maximum, so it becomes taller and narrower as $b$ shrinks.

## An area of π/2 that gathers at the crossing

```lean
/-- For `g, h, b > 0` the derivative coupling integrates to `π/2` over the whole line. -/
theorem integral_derivCoupling {g h b : ℝ} (hg : 0 < g) (hh : 0 < h) (hb : 0 < b) :
    ∫ x, derivCoupling g h b x = π / 2 := by
  have e : ∀ x, derivCoupling g h b x
      = g / (2 * (h * b)) * (1 + (g / (h * b) * x) ^ 2)⁻¹ := by
    intro x
    have hD : g ^ 2 * x ^ 2 + h ^ 2 * b ^ 2 ≠ 0 := by positivity
    have e1 : 1 + (g / (h * b) * x) ^ 2
        = (g ^ 2 * x ^ 2 + h ^ 2 * b ^ 2) / (h * b) ^ 2 := by
      field_simp
      ring
    rw [derivCoupling_eq hh hb, e1]
    generalize g ^ 2 * x ^ 2 + h ^ 2 * b ^ 2 = D at hD ⊢
    field_simp
  -- rescale to the standard Lorentzian
  have key := Measure.integral_comp_mul_left (fun y : ℝ => (1 + y ^ 2)⁻¹) (g / (h * b))
  simp only [integral_univ_inv_one_add_sq] at key
  have hpos : 0 < (g / (h * b))⁻¹ := by positivity
  simp_rw [e]
  rw [integral_const_mul, key, abs_of_pos hpos, smul_eq_mul]
  field_simp
```

The integral runs over all real $x$. Substituting $v=gx/(hb)$, with $dx=(hb/g)\,dv$, gives
$$\int_{-\infty}^{\infty}d_b(x)\,dx=\frac{g}{2hb}\cdot\frac{hb}{g}\int_{-\infty}^{\infty}\frac{dv}{1+v^2}=\frac{\pi}{2}.$$
This is the total angle through which the adiabatic states turn, and it does not depend on $b$. The statement `e` writes the coupling in terms of $v$, and `key` is the change of variable. Lean assigns the value 0 to the integral of a non-integrable function, so the value $\pi/2$ also shows that the coupling is integrable.

```lean
/-- For `h, b > 0` the coupling integrated over the window from `-δ` to `δ` is
`arctan(gδ/(hb))`. -/
theorem integral_window {h b : ℝ} (hh : 0 < h) (hb : 0 < b) (g δ : ℝ) :
    ∫ x in (-δ)..δ, derivCoupling g h b x = Real.arctan (g * δ / (h * b)) := by
  have hd : ∀ x, HasDerivAt (fun y => -mixingAngle g h b y) (derivCoupling g h b x) x := by
    intro x
    rw [derivCoupling_eq hh hb]
    exact (hasDerivAt_mixingAngle hh hb g x).fun_neg.congr_deriv (neg_neg _)
  have hc : Continuous (derivCoupling g h b) := by
    rw [show derivCoupling g h b = fun x => g * h * b / (2 * (g ^ 2 * x ^ 2 + h ^ 2 * b ^ 2))
      from funext (derivCoupling_eq hh hb g)]
    exact continuous_const.div (by fun_prop) (fun x => by positivity)
  rw [intervalIntegral.integral_eq_sub_of_hasDerivAt (fun x _ => hd x)
    (hc.intervalIntegrable _ _)]
  simp only [mixingAngle]
  rw [show g * -δ / (h * b) = -(g * δ / (h * b)) by ring, Real.arctan_neg]
  ring
```

On a finite window, $-\theta$ is an antiderivative of the coupling, so
$$\int_{-\delta}^{\delta}d_b(x)\,dx=\theta(-\delta)-\theta(\delta)=\arctan\frac{g\delta}{hb}.$$
The proof supplies the antiderivative as `hd` and the continuity of the coupling as `hc`, and then applies the fundamental theorem of calculus.

```lean
/-- For `g, h > 0` and any fixed half-width `δ > 0`, the coupling integrated from `-δ` to `δ`
tends to `π/2` as the line approaches the cone. -/
theorem window_tendsto {g h δ : ℝ} (hg : 0 < g) (hh : 0 < h) (hδ : 0 < δ) :
    Tendsto (fun b => ∫ x in (-δ)..δ, derivCoupling g h b x) (𝓝[>] 0) (𝓝 (π / 2)) := by
  have hpos : 0 < g * δ / h := by positivity
  have h1 : Tendsto (fun b : ℝ => g * δ / h * b⁻¹) (𝓝[>] 0) atTop :=
    tendsto_inv_nhdsGT_zero.const_mul_atTop hpos
  refine ((Real.tendsto_arctan_atTop.mono_right nhdsWithin_le_nhds).comp h1).congr' ?_
  filter_upwards [self_mem_nhdsWithin] with b hb
  rw [integral_window hh hb, Function.comp_apply]
  congr 1
  ring
```

`Tendsto` expresses a limit, and `𝓝[>] 0` means that $b$ approaches zero from above. For fixed $\delta>0$ the argument $g\delta/(hb)$ grows without bound, so its arctangent tends to $\pi/2$. However narrow the fixed window, it holds nearly all of the area once $b$ is small enough.

## What a fixed grid sees

```lean
/-- For `g, h, b > 0` and nonzero nodes, the absolute value of the quadrature sum of the coupling is
at most `b` times a constant fixed by the slopes, nodes and weights. -/
theorem quadrature_bound {ι : Type*} {g h b : ℝ} (hg : 0 < g) (hh : 0 < h) (hb : 0 < b)
    (s : Finset ι) (w x : ι → ℝ) (hx : ∀ k ∈ s, x k ≠ 0) :
    |∑ k ∈ s, w k * derivCoupling g h b (x k)|
      ≤ b * (h / (2 * g) * ∑ k ∈ s, |w k| / x k ^ 2) := by
  rw [Finset.mul_sum, Finset.mul_sum]
  refine (Finset.abs_sum_le_sum_abs _ _).trans (Finset.sum_le_sum fun k hk => ?_)
  have hxk := hx k hk
  have h0 : derivCoupling g h b (x k) ≤ h * b / (2 * g * x k ^ 2) := by
    rw [derivCoupling_eq hh hb, div_le_div_iff₀ (by positivity) (by positivity)]
    nlinarith [show 0 ≤ h ^ 3 * b ^ 3 by positivity]
  have h1 : 0 ≤ derivCoupling g h b (x k) := by
    rw [derivCoupling_eq hh hb]; positivity
  rw [abs_mul, abs_of_nonneg h1]
  calc |w k| * derivCoupling g h b (x k)
      ≤ |w k| * (h * b / (2 * g * x k ^ 2)) := mul_le_mul_of_nonneg_left h0 (abs_nonneg _)
    _ = b * (h / (2 * g) * (|w k| / x k ^ 2)) := by ring
```

The finite set `s` contains labels $k$, each with a node $x_k$ and a real weight $w_k$. The hypothesis `hx` says that no node lies at $x=0$. Leaving out the positive term $h^2b^2$ in the denominator gives
$$0\le d_b(x_k)\le\frac{hb}{2g x_k^2}.$$
The triangle inequality then yields
$$\Big|\sum_{k\in s}w_k\,d_b(x_k)\Big|\le b\,\frac{h}{2g}\sum_{k\in s}\frac{|w_k|}{x_k^2}.$$
In the proof, `h0` and `h1` are the upper and lower bounds at one node. The first line of the `calc` block multiplies the upper bound by $|w_k|$, and the second rearranges the factors.

```lean
/-- For `g, h > 0` the coupling integrates to `π/2` on every line at distance `b > 0` from the
cone, yet its quadrature sum over fixed nonzero nodes with fixed weights tends to zero with `b`. -/
theorem fixed_grid_misses_crossing {ι : Type*} {g h : ℝ} (hg : 0 < g) (hh : 0 < h)
    (s : Finset ι) (w x : ι → ℝ) (hx : ∀ k ∈ s, x k ≠ 0) :
    (∀ b > 0, ∫ y, derivCoupling g h b y = π / 2) ∧
      Tendsto (fun b => ∑ k ∈ s, w k * derivCoupling g h b (x k)) (𝓝[>] 0) (𝓝 0) := by
  refine ⟨fun b hb => integral_derivCoupling hg hh hb, ?_⟩
  have hlim : Tendsto (fun b : ℝ => b * (h / (2 * g) * ∑ k ∈ s, |w k| / x k ^ 2))
      (𝓝 0) (𝓝 0) := Continuous.tendsto' (by fun_prop) 0 0 (zero_mul _)
  refine squeeze_zero_norm' ?_ (hlim.mono_left nhdsWithin_le_nhds)
  filter_upwards [self_mem_nhdsWithin] with b hb
  rw [Real.norm_eq_abs]
  exact quadrature_bound hg hh hb s w x hx
```

The theorem has two parts, joined by `∧`. In the Lean statement `x` names the nodes, so the position along the line is written `y` in the integral. The exact integral is $\pi/2$ for every $b>0$, while the quadrature sum tends to zero as $b\to0^+$. The first part is the integral found above. For the second, the sum is squeezed between zero and a constant times $b$, which is the step `squeeze_zero_norm'`.

The weights may have any sign and size, so a trapezoidal or Simpson rule on a finite grid is included if its nodes avoid zero. Nodes and weights stay the same while $b$ changes; a grid refined along with the peak does not meet this condition.

The smallest grid with a node shows the effect. Take $g=h=1$ and one node at $x=1$ with weight 1. The sum is $b/(2(1+b^2))$, which is about $0.005$ at $b=0.01$, while the integral is still $\pi/2\approx1.571$. For an empty grid the sum is zero throughout.

For nonadiabatic simulations, the result is a warning that small sampled couplings need not mean a small integrated coupling, here for a straight path past a linear two-state cone. It concerns the integral of the coupling along the path and says nothing about transition probabilities, which also depend on the nuclear velocity and the energy gap.

```lean
/-- For `g, h > 0` the coupling at the node `x = 0` grows without bound as the line approaches
the cone. -/
theorem central_node_diverges {g h : ℝ} (hg : 0 < g) (hh : 0 < h) :
    Tendsto (fun b => derivCoupling g h b 0) (𝓝[>] 0) atTop := by
  have hpos : 0 < g / (2 * h) := by positivity
  have h1 : Tendsto (fun b : ℝ => g / (2 * h) * b⁻¹) (𝓝[>] 0) atTop :=
    tendsto_inv_nhdsGT_zero.const_mul_atTop hpos
  refine h1.congr' ?_
  filter_upwards [self_mem_nhdsWithin] with b hb
  have hb' : b ≠ 0 := ne_of_gt hb
  rw [derivCoupling_eq hh hb,
    show g ^ 2 * (0 : ℝ) ^ 2 + h ^ 2 * b ^ 2 = h ^ 2 * b ^ 2 by ring]
  field_simp

end

end ConeDerivativeCoupling
```

At $x=0$ the coupling is
$$d_b(0)=\frac{ghb}{2h^2b^2}=\frac{g}{2hb},$$
which tends to $+\infty$ as $b\to0^+$; `atTop` is Lean's name for that limit. A single node at $x=0$ with weight 1 is therefore a counter-example to the vanishing sum if `hx` is removed. Such a grid notices the crossing but overestimates the area without bound. What has to be excluded is a nonzero total weight at $x=0$, since a node there with zero weight does no harm.

```lean
#print axioms ConeDerivativeCoupling.states_eigenvectors
#print axioms ConeDerivativeCoupling.window_tendsto
#print axioms ConeDerivativeCoupling.fixed_grid_misses_crossing
#print axioms ConeDerivativeCoupling.central_node_diverges
```

```
'ConeDerivativeCoupling.states_eigenvectors' depends on axioms: [propext, Classical.choice, Quot.sound]
'ConeDerivativeCoupling.window_tendsto' depends on axioms: [propext, Classical.choice, Quot.sound]
'ConeDerivativeCoupling.fixed_grid_misses_crossing' depends on axioms: [propext, Classical.choice, Quot.sound]
'ConeDerivativeCoupling.central_node_diverges' depends on axioms: [propext, Classical.choice, Quot.sound]
```
